# For spin 3, tensors of ranks 1 and 5 close under commutators, and {5 5 3; 3 3 3} = 0

On the states of a single spin, a commutator of tensors of ranks $k$ and $l$ can contain only ranks $K$ from $|k-l|$ to $k+l$ with $k+l+K$ odd. These rules alone would allow the commutator of two rank-5 operators on spin 3 to have a rank-3 part. Such a part would take it out of the 14-dimensional space $W_1+W_5$. Code that tests only triangle conditions likewise keeps the symbol $\{5\,5\,3;3\,3\,3\}$, although it is zero.

The seven states can be the orbitals of one f electron, where the closed algebra is the one-particle form of the $G_2$ symmetry used to label f-shell states; interactions and many-electron operators are not treated. The theorems give dimension and closure, without identifying the algebra as $G_2$ or deriving the relation between triple traces and 6j symbols.

```lean
import Mathlib

open Matrix

namespace SpinThreeG2

noncomputable section
```

## Spin 3 with integer entries

Operators are complex $7\times7$ matrices. Integer matrices carry the arithmetic, and `toC` embeds them.

```lean
/-- Complex operators on the seven spin-3 states. -/
abbrev Op := Matrix (Fin 7) (Fin 7) ℂ

/-- Integer matrices on the seven spin-3 states. -/
abbrev IntOp := Matrix (Fin 7) (Fin 7) ℤ

/-- An integer matrix read as a complex operator. -/
def toC : IntOp →+* Op := (Int.castRingHom ℂ).mapMatrix
```

Set $\hbar=1$ and let row $i=0,\dots,6$ have $m=3-i$. In the unnormalised basis $|i\rangle=J_-^i|m=3\rangle$,
$$(J_+)_{i,i+1}=(i+1)(6-i),\quad (J_-)_{i+1,i}=1,\quad (J_z)_{ii}=3-i.$$
In the normalised basis both ladder entries are $\sqrt{(i+1)(6-i)}$. This diagonal change of basis preserves commutator relations and traces.

```lean
/-- Integer entries of the raising operator in an unnormalised weight basis. -/
def raiseZ : IntOp := Matrix.of fun i j =>
  if (i : ℕ) + 1 = (j : ℕ) then (((i : ℕ) : ℤ) + 1) * (6 - ((i : ℕ) : ℤ)) else 0

/-- Integer entries of the lowering operator in the same basis. -/
def lowerZ : IntOp := Matrix.of fun i j => if (j : ℕ) + 1 = (i : ℕ) then 1 else 0

/-- The magnetic quantum numbers 3, 2, ..., -3 on the diagonal. -/
def weightZ : IntOp := Matrix.diagonal fun i => 3 - ((i : ℕ) : ℤ)

/-- The raising operator of spin 3. -/
def Jplus : Op := toC raiseZ

/-- The lowering operator of spin 3. -/
def Jminus : Op := toC lowerZ

/-- The z-component of spin 3. -/
def Jz : Op := toC weightZ
```

## Tensors obtained by lowering

Define $T^k_0=J_+^k$ and $T^k_{q+1}=[J_-,T^k_q]$. Thus $q$ counts lowerings, and the component has weight $k-q$. No spherical-tensor normalisation is imposed.

```lean
/-- The `q`-fold commutator of the lowering operator with `Jplus ^ k`. -/
def tensor (k : ℕ) : ℕ → Op
  | 0 => Jplus ^ k
  | q + 1 => Jminus * tensor k q - tensor k q * Jminus
```

The space $W_k$ is the complex span of these components.

```lean
/-- The space of rank-`k` tensors. -/
def W (k : ℕ) : Submodule ℂ Op := Submodule.span ℂ (Set.range (tensor k))
```

For rank 1 the components are $J_+,-2J_z,-2J_-$. Ranks 3 and 5 follow from the same recursion; each component occupies one diagonal, $j=i+k-q$, listed by row $i$ after removing a common factor.

```lean
/-- A common factor and the nonzero diagonals of the tensors of rank 1, 3 and 5. -/
def ladder : ℕ → ℤ × List (List ℤ)
  | 1 => (1, [[6, 10, 12, 12, 10, 6], [-6, -4, -2, 0, 2, 4, 6], [0, -2, -2, -2, -2, -2, -2]])
  | 3 => (720, [[1, 2, 2, 1], [-1, -1, 0, 1, 1], [1, 0, -1, -1, 0, 1],
      [-1, 1, 1, 0, -1, -1, 1], [0, -2, 0, 1, 1, 0, -2], [0, 0, -2, -1, 0, 1, 2],
      [0, 0, 0, -1, -1, -1, -1]])
  | 5 => (86400, [[1, 1], [-1, 0, 1], [1, -1, -1, 1], [-1, 2, 0, -2, 1],
      [1, -3, 2, 2, -3, 1], [-1, 4, -5, 0, 5, -4, 1], [0, -5, 9, -5, -5, 9, -5],
      [0, 0, -14, 14, 0, -14, 14], [0, 0, 0, -28, 14, 14, -28],
      [0, 0, 0, 0, -42, 0, 42], [0, 0, 0, 0, 0, -42, -42]])
  | _ => (0, [])

/-- The integer matrix with the tabulated diagonal for rank `k` and component `q`. -/
def band (k q : ℕ) : IntOp := Matrix.of fun i j =>
  if q ≤ 2 * k ∧ (i : ℕ) + k = (j : ℕ) + q then
    (ladder k).1 * ((ladder k).2.getD q []).getD (i : ℕ) 0 else 0
```

The closure calculation needs the coefficients in
$$[T^k_0,T^l_q]=\alpha T^1_{q+1-k-l}+\beta T^5_{q+5-k-l}.$$
A term with a negative index is absent. For example, $J_+^5$ has entries $86400$ at $(0,5)$ and $(1,6)$. Commuting it with the diagonal $T^5_5$ multiplies both by $86400(-3)$, so $[T^5_0,T^5_5]=-259200\,T^5_0$.

```lean
/-- Coefficients, on ranks 1 and 5, of the commutator of a top component of rank `k`
with the components of rank `l`. -/
def coef : ℕ → ℕ → List (ℤ × ℤ)
  | 1, 1 => [(0, 0), (2, 0), (2, 0)]
  | 1, 5 => [(0, 0), (0, 10), (0, 18), (0, 24), (0, 28), (0, 30), (0, 30), (0, 28),
      (0, 24), (0, 18), (0, 10)]
  | 5, 1 => [(0, 0), (0, 10), (0, 2)]
  | 5, 5 => [(0, 0), (0, 0), (0, 0), (0, 0), (0, 0), (0, -259200), (0, -777600),
      (0, -1209600), (0, -1209600), (11197440000, -777600), (55987200000, -259200)]
  | _, _ => []
```

Multiplying the matrices gives $[J_+,J_-]=2J_z$, $[J_z,J_+]=J_+$, $[J_-,J_z]=J_-$ and $J_-J_++J_z^2+J_z=12$. Here `decide +kernel` evaluates the integer identities.

```lean
/-- The three matrices obey the angular momentum relations, with Casimir value 3(3+1) = 12. -/
theorem spin3_relations :
    Jplus * Jminus - Jminus * Jplus = Jz + Jz ∧ Jz * Jplus - Jplus * Jz = Jplus ∧
    Jminus * Jz - Jz * Jminus = Jminus ∧ Jminus * Jplus + Jz * Jz + Jz = 12 := by
  have h1 : raiseZ * lowerZ - lowerZ * raiseZ = weightZ + weightZ := by decide +kernel
  have h2 : weightZ * raiseZ - raiseZ * weightZ = raiseZ := by decide +kernel
  have h3 : lowerZ * weightZ - weightZ * lowerZ = lowerZ := by decide +kernel
  have h4 : lowerZ * raiseZ + weightZ * weightZ + weightZ = 12 := by decide +kernel
  simp only [Jplus, Jminus, Jz, ← map_mul, ← map_sub, ← map_add, h1, h2, h3, h4, map_ofNat,
    and_self]
```

Lowering past $q=2k$ gives zero. Induction on $q$ then identifies the table with the recursively defined tensors.

```lean
/-- The table has no component beyond `q = 2k`. -/
theorem band_zero {k q : ℕ} (h : 2 * k < q) : band k q = 0 := by
  ext i j
  simp only [band, Matrix.of_apply, Matrix.zero_apply]
  exact if_neg (by omega)

/-- The table lists the tensors of rank 1, 3 and 5. -/
theorem tensor_eq {k : ℕ} (hk : k ∈ [1, 3, 5]) (q : ℕ) : tensor k q = toC (band k q) := by
  have step : ∀ k ∈ [1, 3, 5], ∀ q < 2 * k + 1,
      lowerZ * band k q - band k q * lowerZ = band k (q + 1) := by decide +kernel
  induction q with
  | zero =>
    have h1 : raiseZ = band 1 0 := by decide +kernel
    have h3 : raiseZ * raiseZ * raiseZ = band 3 0 := by decide +kernel
    have h5 : raiseZ * raiseZ * band 3 0 = band 5 0 := by decide +kernel
    have h : raiseZ ^ k = band k 0 := by
      simp only [List.mem_cons, List.not_mem_nil, or_false] at hk
      rcases hk with rfl | rfl | rfl
      · rw [pow_one, ← h1]
      · rw [← h3]; noncomm_ring
      · rw [← h5, ← h3]; noncomm_ring
    rw [← h, map_pow]
    rfl
  | succ q ih =>
    have h : lowerZ * band k q - band k q * lowerZ = band k (q + 1) := by
      by_cases hq : q < 2 * k + 1
      · exact step k hk q hq
      · rw [band_zero (by omega : 2 * k < q), band_zero (by omega : 2 * k < q + 1)]
        simp
    rw [← h, map_sub, map_mul, map_mul, ← ih]
    rfl
```

Traces can therefore be computed in integers.

```lean
/-- The trace of an integer matrix is unchanged when it is read as a complex operator. -/
theorem trace_toC (M : IntOp) : trace (toC M) = ((trace M : ℤ) : ℂ) := by
  simp [toC, Matrix.trace]
```

## Closure from the top components

By linearity, a map that sends every component into $W_1+W_5$ preserves the whole space.

```lean
/-- A linear map that sends all rank-1 and rank-5 components into `W 1 ⊔ W 5`
preserves that space. -/
theorem map_mem (D : Op →ₗ[ℂ] Op) (h : ∀ k ∈ [1, 5], ∀ q, D (tensor k q) ∈ W 1 ⊔ W 5)
    {M : Op} (hM : M ∈ W 1 ⊔ W 5) : D M ∈ W 1 ⊔ W 5 := by
  have hle : W 1 ⊔ W 5 ≤ (W 1 ⊔ W 5).comap D := by
    refine sup_le (Submodule.span_le.2 ?_) (Submodule.span_le.2 ?_) <;> rintro _ ⟨q, rfl⟩
    · exact h 1 (by simp) q
    · exact h 5 (by simp) q
  exact hle hM
```

The coefficient table settles commutators with $T^k_0$. The Jacobi identity lowers the first factor:
$$[T^k_{p+1},T^l_q]=[J_-,[T^k_p,T^l_q]]-[T^k_p,T^l_{q+1}].$$
Both terms lie in $W_1+W_5$ by induction on $p$, since $[J_-,\cdot]$ preserves that space. `noncomm_ring` checks the rearrangement.

```lean
/-- Commutators of rank-1 and rank-5 components lie in `W 1 ⊔ W 5`. -/
theorem tensor_commutator_mem {k l : ℕ} (hk : k ∈ [1, 5]) (hl : l ∈ [1, 5]) (p q : ℕ) :
    tensor k p * tensor l q - tensor l q * tensor k p ∈ W 1 ⊔ W 5 := by
  have key : ∀ k ∈ [1, 5], ∀ l ∈ [1, 5], ∀ q < 2 * l + 1,
      band k 0 * band l q - band l q * band k 0 =
        ((coef k l).getD q (0, 0)).1 • band 1 (q + 1 - k - l) +
        ((coef k l).getD q (0, 0)).2 • band 5 (q + 5 - k - l) := by decide +kernel
  have hs (c : ℤ) (M : IntOp) : toC (c • M) = (c : ℂ) • toC M := by
    ext i j
    change ((c * M i j : ℤ) : ℂ) = (c : ℂ) * ((M i j : ℤ) : ℂ)
    exact Int.cast_mul c (M i j)
  have up {n : ℕ} (hn : n ∈ [1, 5]) : n ∈ [1, 3, 5] := by
    simp only [List.mem_cons, List.not_mem_nil, or_false] at hn ⊢
    omega
  induction p generalizing q with
  | zero =>
    by_cases hq : q < 2 * l + 1
    · have h := congrArg toC (key k hk l hl q hq)
      simp only [map_sub, map_mul, map_add, hs] at h
      rw [tensor_eq (up hk) 0, tensor_eq (up hl) q, h,
        ← tensor_eq (k := 1) (by simp), ← tensor_eq (k := 5) (by simp)]
      exact add_mem
        (Submodule.smul_mem _ _ (Submodule.mem_sup_left (Submodule.subset_span ⟨_, rfl⟩)))
        (Submodule.smul_mem _ _ (Submodule.mem_sup_right (Submodule.subset_span ⟨_, rfl⟩)))
    · rw [tensor_eq (up hl) q, band_zero (by omega), map_zero]
      simp
  | succ p ih =>
    -- the Jacobi identity with the lowering operator
    have e : tensor k (p + 1) * tensor l q - tensor l q * tensor k (p + 1) =
        (Jminus * (tensor k p * tensor l q - tensor l q * tensor k p) -
          (tensor k p * tensor l q - tensor l q * tensor k p) * Jminus) -
        (tensor k p * tensor l (q + 1) - tensor l (q + 1) * tensor k p) := by
      simp only [tensor]
      noncomm_ring
    rw [e]
    refine sub_mem ?_ (ih (q + 1))
    refine map_mem (LinearMap.mulLeft ℂ Jminus - LinearMap.mulRight ℂ Jminus) ?_ (ih q)
    intro n hn r
    change tensor n (r + 1) ∈ W 1 ⊔ W 5
    simp only [List.mem_cons, List.not_mem_nil, or_false] at hn
    rcases hn with rfl | rfl
    · exact Submodule.mem_sup_left (Submodule.subset_span ⟨_, rfl⟩)
    · exact Submodule.mem_sup_right (Submodule.subset_span ⟨_, rfl⟩)
```

Linearity in each factor extends this to all $A,B\in W_1+W_5$, written `W 1 ⊔ W 5`.

```lean
/-- The space of rank-1 and rank-5 tensors is closed under commutators. -/
theorem commutator_closed {A B : Op} (hA : A ∈ W 1 ⊔ W 5) (hB : B ∈ W 1 ⊔ W 5) :
    A * B - B * A ∈ W 1 ⊔ W 5 :=
  map_mem (LinearMap.mulLeft ℂ A - LinearMap.mulRight ℂ A) (fun l hl q =>
    map_mem (LinearMap.mulRight ℂ (tensor l q) - LinearMap.mulLeft ℂ (tensor l q))
      (fun _ hk p => tensor_commutator_mem hk hl p q) hA) hB
```

## Fourteen independent components

There are $3+11$ candidates.

```lean
/-- The three rank-1 and eleven rank-5 components as integer matrices. -/
def basisZ : Fin 3 ⊕ Fin 11 → IntOp :=
  Sum.elim (fun i => band 1 (i : ℕ)) (fun i => band 5 (i : ℕ))
```

Because $\operatorname{tr}([J_-,X]Y)=-\operatorname{tr}(X[J_-,Y])$, lowerings can be moved between factors. For opposite weights,
$$\operatorname{tr}(T^k_qT^k_{2k-q})=(-1)^q\operatorname{tr}(T^k_0T^k_{2k}),$$
which is nonzero: the last trace is $-112$ for $k=1$ and $-84\cdot86400^2$ for $k=5$. Mixed ranks give zero, since moving lowerings onto the rank-1 factor reaches $T^1_3=0$; weights that do not sum to zero give zero too. Multiplying $\sum_s g_sT_s=0$ by the partner of $T_t$ and tracing gives $g_t=0$. Lean checks the pairings directly.

```lean
/-- The space of rank-1 and rank-5 tensors has dimension 14. -/
theorem finrank_W1_W5 : Module.finrank ℂ ↥(W 1 ⊔ W 5) = 14 := by
  -- under the trace, each component pairs only with the one of the same rank and opposite weight
  have key : ∀ s t : Fin 3 ⊕ Fin 11,
      trace (basisZ s * basisZ (Sum.map Fin.rev Fin.rev t)) = 0 ↔ s ≠ t := by decide +kernel
  have li : LinearIndependent ℂ (fun s => toC (basisZ s)) := by
    rw [Fintype.linearIndependent_iff]
    intro g hg t
    have h := congrArg (fun M => trace (M * toC (basisZ (Sum.map Fin.rev Fin.rev t)))) hg
    simp only [Finset.sum_mul, Matrix.trace_sum, smul_mul_assoc, Matrix.trace_smul, zero_mul,
      Matrix.trace_zero, ← map_mul, trace_toC, smul_eq_mul] at h
    rw [Finset.sum_eq_single t (fun s _ hs => by rw [(key s t).2 hs]; simp) (by simp)] at h
    exact (mul_eq_zero.1 h).resolve_right (Int.cast_ne_zero.2 fun h0 => (key t t).1 h0 rfl)
  have hspan : W 1 ⊔ W 5 = Submodule.span ℂ (Set.range fun s => toC (basisZ s)) := by
    apply le_antisymm
    · refine sup_le (Submodule.span_le.2 ?_) (Submodule.span_le.2 ?_) <;> rintro _ ⟨q, rfl⟩
      · rw [tensor_eq (by simp) q]
        by_cases h : q < 3
        · exact Submodule.subset_span ⟨Sum.inl ⟨q, h⟩, rfl⟩
        · rw [band_zero (by omega), map_zero]
          exact Submodule.zero_mem _
      · rw [tensor_eq (by simp) q]
        by_cases h : q < 11
        · exact Submodule.subset_span ⟨Sum.inr ⟨q, h⟩, rfl⟩
        · rw [band_zero (by omega), map_zero]
          exact Submodule.zero_mem _
    · refine Submodule.span_le.2 ?_
      rintro _ ⟨s | s, rfl⟩
      · exact Submodule.mem_sup_left (Submodule.subset_span ⟨s, tensor_eq (by simp) s⟩)
      · exact Submodule.mem_sup_right (Submodule.subset_span ⟨s, tensor_eq (by simp) s⟩)
  rw [hspan, finrank_span_eq_card li]
  simp
```

## No trace overlap with rank 3

In $\operatorname{tr}(T^5_0T^5_bT^3_c)$, zero total weight requires $b+c=13$. With common factors removed, $b=7,8,9,10$ give $14-14$, $-28+28$, $0+0$ and $42-42$. The trace of a commutator vanishes, so
$$\operatorname{tr}(T^5_{a+1}T^5_bT^3_c)=-\operatorname{tr}(T^5_aT^5_{b+1}T^3_c)-\operatorname{tr}(T^5_aT^5_bT^3_{c+1}).$$
Induction on $a$ covers all components, and span induction covers all $A,B\in W_5$, $C\in W_3$.

```lean
/-- The trace of a product of two rank-5 tensors and one rank-3 tensor vanishes. -/
theorem trace_rank_553 {A B C : Op} (hA : A ∈ W 5) (hB : B ∈ W 5) (hC : C ∈ W 3) :
    trace (A * B * C) = 0 := by
  have key : ∀ b < 11, ∀ c < 7, trace (band 5 0 * band 5 b * band 3 c) = 0 := by
    decide +kernel
  have gen (a b c : ℕ) : trace (tensor 5 a * tensor 5 b * tensor 3 c) = 0 := by
    induction a generalizing b c with
    | zero =>
      rw [tensor_eq (by simp) 0, tensor_eq (by simp) b, tensor_eq (by simp) c,
        ← map_mul, ← map_mul, trace_toC]
      by_cases hb : b < 11
      · by_cases hc : c < 7
        · rw [key b hb c hc, Int.cast_zero]
        · rw [band_zero (k := 3) (q := c) (by omega)]
          simp
      · rw [band_zero (k := 5) (q := b) (by omega)]
        simp
    | succ a ih =>
      -- the trace of a commutator with the lowering operator is zero
      have e : tensor 5 (a + 1) * tensor 5 b * tensor 3 c =
          Jminus * (tensor 5 a * tensor 5 b * tensor 3 c) -
          (tensor 5 a * tensor 5 b * tensor 3 c) * Jminus -
          tensor 5 a * tensor 5 (b + 1) * tensor 3 c -
          tensor 5 a * tensor 5 b * tensor 3 (c + 1) := by
        simp only [tensor]
        noncomm_ring
      rw [e, Matrix.trace_sub, Matrix.trace_sub, Matrix.trace_sub,
        Matrix.trace_mul_comm Jminus, ih, ih]
      simp
  unfold W at hA hB hC
  induction hA using Submodule.span_induction with
  | zero => simp
  | add x y _ _ hx hy => simp [add_mul, hx, hy]
  | smul r x _ hx => simp [hx]
  | mem x hx =>
    obtain ⟨a, rfl⟩ := hx
    induction hB using Submodule.span_induction with
    | zero => simp
    | add x y _ _ hx hy => simp [mul_add, add_mul, hx, hy]
    | smul r x _ hx => simp [hx]
    | mem x hx =>
      obtain ⟨b, rfl⟩ := hx
      induction hC using Submodule.span_induction with
      | zero => simp
      | add x y _ _ hx hy => simp [mul_add, hx, hy]
      | smul r x _ hx => simp [hx]
      | mem x hx =>
        obtain ⟨c, rfl⟩ := hx
        exact gen a b c
```

## The two terms of Racah's sum

The 6j symbol is four triangle coefficients times an alternating sum. The definitions are meant for integer spins whose four triads satisfy the triangle conditions, as they do here.

```lean
/-- The alternating sum in Racah's formula, for integer spins whose four triads
satisfy the triangle conditions. -/
def racahSum (a b c d e f : ℕ) : ℚ :=
  ∑ t ∈ Finset.Icc (max (max (a + b + c) (a + e + f)) (max (d + b + f) (d + e + c)))
      (min (a + b + d + e) (min (b + c + e + f) (c + a + f + d))),
    (-1) ^ t * ((t + 1).factorial : ℚ) /
      (((t - (a + b + c)).factorial * (t - (a + e + f)).factorial *
        (t - (d + b + f)).factorial * (t - (d + e + c)).factorial *
        (a + b + d + e - t).factorial * (b + c + e + f - t).factorial *
        (c + a + f + d - t).factorial : ℕ) : ℚ)

/-- The triangle coefficient of three integer spins that satisfy the triangle conditions. -/
def triangle (a b c : ℕ) : ℝ :=
  √((((a + b - c).factorial * (a + c - b).factorial * (b + c - a).factorial : ℕ) : ℝ) /
    ((a + b + c + 1).factorial : ℝ))

/-- The 6j symbol {a b c; d e f} by Racah's formula, for integer spins whose four triads
satisfy the triangle conditions. -/
def sixJ (a b c d e f : ℕ) : ℝ :=
  triangle a b c * triangle a e f * triangle d b f * triangle d e c *
    (racahSum a b c d e f : ℝ)
```

Only $t=13$ and $t=14$ contribute:
$$-\frac{14!}{2!\,2!\,4!\,3!}+\frac{15!}{3!\,3!\,5!\,2!}=-\frac{14!}{576}+\frac{14!}{576}=0.$$
In code, floating-point evaluation through logarithms of factorials can leave a small residue here. Exact rational summation, as in `racahSum`, returns zero.

```lean
/-- The 6j symbol {5 5 3; 3 3 3} is zero. -/
theorem sixJ_553_333 : sixJ 5 5 3 3 3 3 = 0 := by
  have h : racahSum 5 5 3 3 3 3 = 0 := by decide +kernel
  rw [sixJ, h, Rat.cast_zero, mul_zero]

end

end SpinThreeG2
```

```lean
#print axioms SpinThreeG2.commutator_closed
-- 'SpinThreeG2.commutator_closed' depends on axioms: [propext, Classical.choice, Quot.sound]
#print axioms SpinThreeG2.finrank_W1_W5
-- 'SpinThreeG2.finrank_W1_W5' depends on axioms: [propext, Classical.choice, Quot.sound]
#print axioms SpinThreeG2.trace_rank_553
-- 'SpinThreeG2.trace_rank_553' depends on axioms: [propext, Classical.choice, Quot.sound]
#print axioms SpinThreeG2.sixJ_553_333
-- 'SpinThreeG2.sixJ_553_333' depends on axioms: [propext, Classical.choice, Quot.sound]
```
